# No unitary lowers the mean energy of an energy-diagonal state whose populations never rise with energy

A pulse drives a finite quantum system and is then switched off, so that the Hamiltonian is the same before and after. At the start the system has population p_i in the energy eigenstate i, of energy E_i, and no coherence between these states. Each eigenstate is called a level here, so a degenerate energy counts as several levels, each with its own population. Can some choice of pulse leave the system with less energy than it had? For an inverted two-level system it can: a π pulse exchanges the populations and extracts energy. For a thermal population it cannot, and the same holds for every population that never increases with energy.

## The bound and the lowest reachable energy

Let U be the unitary matrix of the whole evolution in the energy basis, U* its conjugate transpose, and diag(p) the initial state. The final mean energy is

M(U) = tr(U diag(p) U* diag(E)).

The populations are called passive if M(U) ≥ ∑_i p_i E_i for every unitary U. This holds exactly when

E_i < E_j implies p_j ≤ p_i.

For any other population, let σ be a permutation of the levels for which the rearranged populations p_σ(i) satisfy this condition. The least value of M(U) is then ∑_i p_σ(i) E_i, and a permutation matrix attains it.

## An energy check for driven propagation

In a finite-level model of a closed system, or for non-interacting electrons in a finite basis with p_i as orbital occupations, the bound gives a test of a propagator. Start from Gibbs or Fermi–Dirac populations, apply any pulse that begins and ends at the same Hamiltonian, and compare the energies. A drop larger than the rounding and time-step error can account for points to a fault, such as loss of unitarity or a final energy evaluated with a different Hamiltonian. For other diagonal initial states, sorting the populations against the energies gives the limit on the energy that a pulse can extract.

## From transition probabilities to sorted populations

Writing out the trace gives

M(U) = ∑_i ∑_j U_ij p_j conj(U_ij) E_i = ∑_i ∑_j S_ij p_j E_i, with S_ij = |U_ij|².

Here S_ij is the probability of a transition from level j to level i. Unitarity fixes its row and column sums:

∑_j S_ij = (UU*)_ii = 1,
∑_i S_ij = (U*U)_jj = 1.

So S is doubly stochastic. By Birkhoff's theorem it is a mixture of permutations τ, with weights w_τ ≥ 0 that sum to 1:

S_ij = ∑_τ w_τ [τ(i) = j],

where the bracket is 1 if the equality holds and 0 otherwise. Hence

M(U) = ∑_τ w_τ ∑_i p_τ(i) E_i.

It remains to find the smallest inner sum. Let r_i be the population that an arrangement puts on level i. If E_i < E_j but r_i < r_j, exchanging the two changes the energy by

(r_j E_i + r_i E_j) − (r_i E_i + r_j E_j) = (r_j − r_i)(E_i − E_j) < 0.

There are finitely many arrangements, so one has the least energy, and it contains no such pair. The levels of lowest energy therefore hold the largest populations, those of the next energy the next largest, and so on. All arrangements of this kind have the same energy, and p_σ(i) is one of them. Therefore

∑_i p_σ(i) E_i ≤ ∑_i p_τ(i) E_i for every τ,

and averaging with the weights w_τ gives the bound on M(U).

The matrix with entries [σ(i) = j] is unitary and moves the population of level σ(i) to level i, so it attains the bound. If p is already ordered, σ can be the identity, and p is passive. If p has an inverted pair, the exchange above is a unitary that lowers the energy, so p is not passive.

For β ≥ 0 the Gibbs populations exp(−βE_i)/∑_k exp(−βE_k) do not increase with E_i, so they are passive.

## The Lean file

```lean
import Mathlib

open Matrix

namespace PassiveStates

noncomputable section

variable {n : Type*} [Fintype n] [DecidableEq n]

/-- Mean energy, for levels `E`, of the state obtained by applying `U` to the diagonal state
with populations `p`: the real part of `tr (U diag(p) U* diag(E))`. -/
def meanEnergy (U : Matrix n n ℂ) (p E : n → ℝ) : ℝ :=
  (trace (U * diagonal (fun i => (p i : ℂ)) * Uᴴ * diagonal (fun i => (E i : ℂ)))).re

/-- Populations `p` on levels `E` are passive if no unitary lowers the mean energy. -/
def IsPassive (p E : n → ℝ) : Prop :=
  ∀ U ∈ unitaryGroup n ℂ, ∑ i, p i * E i ≤ meanEnergy U p E

/-- The matrix of transition probabilities `|U i j|²` from level `j` to level `i`. -/
def transitionProb (U : Matrix n n ℂ) : Matrix n n ℝ :=
  of fun i j => ‖U i j‖ ^ 2

/-- The matrix that moves the population of level `σ i` to level `i`. -/
def permGate (σ : Equiv.Perm n) : Matrix n n ℂ :=
  of fun i j => if σ i = j then 1 else 0

/-- An amplitude times its conjugate is its squared modulus. -/
lemma mul_star_amplitude (z : ℂ) : z * star z = ((‖z‖ ^ 2 : ℝ) : ℂ) := by
  rw [← Complex.normSq_eq_norm_sq]
  exact Complex.mul_conj z

/-- The energy trace is real: it is the sum of the level energies weighted by the initial
populations and the transition probabilities. -/
theorem trace_eq_sum (U : Matrix n n ℂ) (p E : n → ℝ) :
    trace (U * diagonal (fun i => (p i : ℂ)) * Uᴴ * diagonal (fun i => (E i : ℂ))) =
      ((∑ i, ∑ j, transitionProb U i j * p j * E i : ℝ) : ℂ) := by
  rw [trace, Complex.ofReal_sum]
  refine Finset.sum_congr rfl fun i _ => ?_
  rw [diag_apply, mul_diagonal, mul_apply, Complex.ofReal_sum, Finset.sum_mul]
  refine Finset.sum_congr rfl fun j _ => ?_
  rw [mul_diagonal, conjTranspose_apply, Complex.ofReal_mul, Complex.ofReal_mul]
  change _ = ((‖U i j‖ ^ 2 : ℝ) : ℂ) * _ * _
  rw [← mul_star_amplitude]
  ring

/-- The transition probabilities of a unitary form a doubly stochastic matrix. -/
theorem transitionProb_mem {U : Matrix n n ℂ} (hU : U ∈ unitaryGroup n ℂ) :
    transitionProb U ∈ doublyStochastic ℝ n := by
  rw [mem_doublyStochastic_iff_sum]
  refine ⟨fun i j => sq_nonneg ‖U i j‖, fun i => ?_, fun j => ?_⟩
  · -- rows: the diagonal of `U U* = 1`
    have h := congrFun (congrFun (mem_unitaryGroup_iff.mp hU) i) i
    rw [star_eq_conjTranspose, mul_apply, one_apply_eq] at h
    apply Complex.ofReal_injective
    rw [Complex.ofReal_sum, Complex.ofReal_one]
    refine Eq.trans (Finset.sum_congr rfl fun j _ => ?_) h
    rw [conjTranspose_apply, mul_star_amplitude]
    rfl
  · -- columns: the diagonal of `U* U = 1`
    have h := congrFun (congrFun (mem_unitaryGroup_iff'.mp hU) j) j
    rw [star_eq_conjTranspose, mul_apply, one_apply_eq] at h
    apply Complex.ofReal_injective
    rw [Complex.ofReal_sum, Complex.ofReal_one]
    refine Eq.trans (Finset.sum_congr rfl fun i _ => ?_) h
    rw [conjTranspose_apply, mul_comm, mul_star_amplitude]
    rfl

/-- If the rearrangement `σ` orders the populations oppositely to the energies, then no doubly
stochastic redistribution of `p` has a lower energy than the rearranged population. -/
theorem ordered_le_of_doublyStochastic {S : Matrix n n ℝ} (hS : S ∈ doublyStochastic ℝ n)
    {p E : n → ℝ} (σ : Equiv.Perm n) (h : Antivary (p ∘ σ) E) :
    ∑ i, p (σ i) * E i ≤ ∑ i, ∑ j, S i j * p j * E i := by
  -- Birkhoff: `S` is a mixture of permutations
  obtain ⟨w, hw0, hw1, hwS⟩ := exists_eq_sum_perm_of_mem_doublyStochastic hS
  have hentry : ∀ i j, S i j = ∑ τ : Equiv.Perm n, w τ * (if τ i = j then 1 else 0) := by
    intro i j
    rw [← hwS]
    simp [Matrix.sum_apply, Equiv.Perm.permMatrix, PEquiv.toMatrix_apply,
      Equiv.toPEquiv_apply]
  have hrow : ∀ i, ∑ j, S i j * p j * E i =
      ∑ τ : Equiv.Perm n, w τ * (p (τ i) * E i) := by
    intro i
    simp only [hentry, Finset.sum_mul]
    rw [Finset.sum_comm]
    refine Finset.sum_congr rfl fun τ _ => ?_
    simp [mul_assoc]
  have hmix : ∑ i, ∑ j, S i j * p j * E i =
      ∑ τ : Equiv.Perm n, w τ * ∑ i, p (τ i) * E i := by
    simp only [hrow]
    rw [Finset.sum_comm]
    simp only [Finset.mul_sum]
  -- rearrangement inequality for each permutation in the mixture
  have hperm : ∀ τ : Equiv.Perm n, ∑ i, p (σ i) * E i ≤ ∑ i, p (τ i) * E i := by
    intro τ
    have := h.sum_mul_le_sum_comp_perm_mul (σ := τ.trans σ.symm)
    simpa using this
  rw [hmix]
  calc ∑ i, p (σ i) * E i = ∑ τ : Equiv.Perm n, w τ * ∑ i, p (σ i) * E i := by
        rw [← Finset.sum_mul, hw1, one_mul]
    _ ≤ _ := Finset.sum_le_sum fun τ _ => mul_le_mul_of_nonneg_left (hperm τ) (hw0 τ)

/-- Permuting the levels is a unitary operation. -/
theorem permGate_mem (σ : Equiv.Perm n) : permGate σ ∈ unitaryGroup n ℂ := by
  rw [mem_unitaryGroup_iff]
  ext i k
  rw [star_eq_conjTranspose, mul_apply]
  rcases eq_or_ne i k with rfl | h
  · simp [permGate]
  · simp [permGate, h]

/-- The mean energy after `permGate σ` is the energy of the rearranged populations, with `p (σ i)`
on level `i`. -/
theorem meanEnergy_permGate (σ : Equiv.Perm n) (p E : n → ℝ) :
    meanEnergy (permGate σ) p E = ∑ i, p (σ i) * E i := by
  rw [meanEnergy, trace_eq_sum, Complex.ofReal_re]
  refine Finset.sum_congr rfl fun i _ => ?_
  rw [Finset.sum_eq_single (σ i)]
  · simp [transitionProb, permGate]
  · intro j _ hj
    simp [transitionProb, permGate, hj.symm]
  · simp

/-- The least mean energy that unitaries can reach from populations `p` is that of the
rearranged population `p ∘ σ`, where `σ` orders populations oppositely to energies. -/
theorem isLeast_meanEnergy {p E : n → ℝ} (σ : Equiv.Perm n) (h : Antivary (p ∘ σ) E) :
    IsLeast {e | ∃ U ∈ unitaryGroup n ℂ, meanEnergy U p E = e} (∑ i, p (σ i) * E i) := by
  refine ⟨⟨permGate σ, permGate_mem σ, meanEnergy_permGate σ p E⟩, ?_⟩
  rintro e ⟨U, hU, rfl⟩
  rw [meanEnergy, trace_eq_sum, Complex.ofReal_re]
  exact ordered_le_of_doublyStochastic (transitionProb_mem hU) σ h

/-- Populations are passive exactly when a level of strictly higher energy never has a larger
population than a lower one. -/
theorem isPassive_iff (p E : n → ℝ) : IsPassive p E ↔ Antivary p E := by
  constructor
  · intro h i j hij
    have hne : i ≠ j := fun e => by simp [e] at hij
    -- test passivity on the exchange of the two levels
    have h1 := h _ (permGate_mem (Equiv.swap i j))
    rw [meanEnergy_permGate] at h1
    have h2 : ∑ k, (p (Equiv.swap i j k) * E k - p k * E k) =
        (p j * E i - p i * E i) + (p i * E j - p j * E j) := by
      rw [Fintype.sum_eq_add i j hne]
      · simp
      · rintro k ⟨hi, hj⟩
        rw [Equiv.swap_apply_of_ne_of_ne hi hj, sub_self]
    rw [Finset.sum_sub_distrib] at h2
    by_contra hp
    have h3 := mul_pos (sub_pos.mpr (not_le.mp hp)) (sub_pos.mpr hij)
    nlinarith
  · intro h U hU
    exact (isLeast_meanEnergy (Equiv.refl n) h).2 ⟨U, hU, rfl⟩

/-- If the populations are nonincreasing and the energies nondecreasing along the levels, then
no unitary lowers the mean energy. -/
theorem isPassive_of_ordered {N : ℕ} {p E : Fin N → ℝ} (hp : Antitone p) (hE : Monotone E) :
    IsPassive p E :=
  (isPassive_iff p E).mpr fun _ _ h => hp (hE.reflect_lt h).le

/-- Gibbs populations at inverse temperature `β ≥ 0` are passive. -/
theorem isPassive_gibbs (E : n → ℝ) {β : ℝ} (hβ : 0 ≤ β) :
    IsPassive (fun i => Real.exp (-β * E i) / ∑ k, Real.exp (-β * E k)) E := by
  rw [isPassive_iff]
  intro i j hij
  have h1 : Real.exp (-β * E j) ≤ Real.exp (-β * E i) :=
    Real.exp_le_exp.mpr (by nlinarith)
  exact div_le_div_of_nonneg_right h1 (Finset.sum_nonneg fun k _ => (Real.exp_pos _).le)

end

end PassiveStates
```

```lean
#print axioms PassiveStates.isLeast_meanEnergy
#print axioms PassiveStates.isPassive_of_ordered
#print axioms PassiveStates.isPassive_gibbs
```

```
'PassiveStates.isLeast_meanEnergy' depends on axioms: [propext, Classical.choice, Quot.sound]
'PassiveStates.isPassive_of_ordered' depends on axioms: [propext, Classical.choice, Quot.sound]
'PassiveStates.isPassive_gibbs' depends on axioms: [propext, Classical.choice, Quot.sound]
```

## What the theorems say about p, E and U

The finite type `n` labels the basis states, and `p` and `E` are real functions on it. `meanEnergy` is the real part of M(U); `trace_eq_sum` shows that the trace is real, so nothing is lost. `IsPassive p E` says that the mean energy after any element of `unitaryGroup n ℂ` is at least the initial energy.

`Antivary p E` is the ordering condition stated above. It places no restriction on the populations of levels with equal energy. `isPassive_iff` is the equivalence, and `isLeast_meanEnergy` says that the sorted energy is both reached and never undercut. The latter takes the sorting permutation `σ` as given. `isPassive_of_ordered` is the case of numbered levels, with `p` nonincreasing and `E` nondecreasing on `Fin N`, and `isPassive_gibbs` is the thermal case.

## How the lemmas carry the argument

`transitionProb_mem` reads the row and column sums off the diagonals of UU* = 1 and U*U = 1. In `ordered_le_of_doublyStochastic`, `hentry` is the Birkhoff decomposition, `hmix` inserts it into the energy, and `hperm` applies Mathlib's rearrangement inequality to each permutation. The final `calc` averages over the weights.

`permGate_mem` and `meanEnergy_permGate` supply the unitary that attains the minimum. For the converse, `isPassive_iff` tests passivity on `Equiv.swap i j`. There `h2` is the energy change of the exchange, and `nlinarith` finds the contradiction with its sign.

## Guarantees and limits for a simulation

The bound holds for every unitary, however strong or fast the pulse, and for any finite number of levels. It needs neither nonnegative nor normalised `p`, which is why occupations that sum to the electron number are allowed; reading `diag(p)` as the state of the whole system requires both.

The initial state must be diagonal in the energy basis. With coherences present, ordered populations alone do not prevent a unitary from extracting energy. The same levels `E` must also define the energy before and after, and the evolution must be unitary: relaxation into a cold bath can lower the energy of a passive state.

The minimum is taken over all unitaries. If the available pulses generate only some of them, the lower bound still stands but may not be reached. Mean-field energies that depend on the density do not have the form M(U) with fixed levels, and floating-point error is not modelled.
